# Singlet energy from a mixed-spin determinant of two orthonormal orbitals, for H commuting with S²

Two electrons occupy a finite set of $n$ sites or orthonormal basis functions. Their wavefunction is $\psi(x,\sigma,y,\tau)$: particle one is at $x$ with spin $\sigma$, particle two at $y$ with spin $\tau$. Spins are measured in units of $\hbar$, the inner product $\langle\phi|\psi\rangle$ is conjugate-linear on the left, and $S^2$ is the squared total spin. The spinors $\alpha$ and $\beta$ are up and down.

For orbitals $a,b\in\mathbb C^n$, write $ab$ for $a(x)b(y)$, $ba$ for $b(x)a(y)$, and likewise $\alpha\beta$ for $\alpha(\sigma)\beta(\tau)$. Define the determinant, the open-shell singlet and the $M_S=0$ triplet by

$$\Phi=\tfrac1{\sqrt2}(ab\,\alpha\beta-ba\,\beta\alpha),$$
$$\Psi_S=\tfrac12(ab+ba)(\alpha\beta-\beta\alpha),\qquad \Psi_T=\tfrac12(ab-ba)(\alpha\beta+\beta\alpha).$$

Let $E_{\rm mixed}$, $E_S$ and $E_T$ be the expectation values of a linear operator $H$ in these states. If $a,b$ are orthonormal and $H$ commutes with $S^2$, then

$$E_S=2E_{\rm mixed}-E_T.$$

This is the spin-purification formula for an open-shell singlet, here for two electrons in one fixed pair of orbitals and with the same linear $H$ in all three energies.

## Why the cross terms vanish

With $\mathbf s_1,\mathbf s_2$ the two spins, $S^2=\tfrac32+2\,\mathbf s_1\cdot\mathbf s_2$. On parallel spins $2\,\mathbf s_1\cdot\mathbf s_2$ gives $\tfrac12$; on antiparallel spins it gives $-\tfrac12$ plus the exchanged configuration. In both cases

$$(S^2\psi)(x,\sigma,y,\tau)=\psi(x,\sigma,y,\tau)+\psi(x,\tau,y,\sigma).$$

Exchanging the spins changes the sign of $\Psi_S$ and leaves $\Psi_T$ unchanged, so $S^2\Psi_S=0$ and $S^2\Psi_T=2\Psi_T$. Each term of $\Psi_T$ has one spin up and one down, hence $S_z\Psi_T=0$.

Multiplying out $\Psi_S+\Psi_T$, the terms $ab\,\beta\alpha$ and $ba\,\alpha\beta$ cancel and $ab\,\alpha\beta-ba\,\beta\alpha$ remains. Therefore $\Phi=(\Psi_S+\Psi_T)/\sqrt2$, and

$$\langle\Phi|H\Phi\rangle=\tfrac12\big(\langle\Psi_S|H\Psi_S\rangle+\langle\Psi_S|H\Psi_T\rangle+\langle\Psi_T|H\Psi_S\rangle+\langle\Psi_T|H\Psi_T\rangle\big).$$

Since $H$ commutes with $S^2$, we have $S^2H\Psi_T=2H\Psi_T$ and $S^2H\Psi_S=0$. As $S^2$ is Hermitian,

$$0=\langle S^2\Psi_S|H\Psi_T\rangle=\langle\Psi_S|S^2H\Psi_T\rangle=2\langle\Psi_S|H\Psi_T\rangle.$$

The other cross term vanishes in the same way, so the determinant's matrix element is the mean of the other two.

It remains to find the norms. For either sign,

$$\|ab\pm ba\|^2=2\langle a|a\rangle\langle b|b\rangle\pm2|\langle a|b\rangle|^2=2.$$

The spin factors also have squared norm 2, and the prefactor contributes $\tfrac14$, so $\Psi_S$ and $\Psi_T$ have norm one. Taking $H=1$ in the mean gives $\langle\Phi|\Phi\rangle=\tfrac12(1+1)=1$. The matrix elements are therefore the energies, $E_{\rm mixed}=\tfrac12(E_S+E_T)$, and the formula follows.

## Two sites: position exchange and a staggered field

An orthonormal pair needs at least two sites. In this smallest case, put $a$ on the left site and $b$ on the right. Let $H$ exchange the positions and leave the spins alone. Then $H\Psi_S=\Psi_S$ and $H\Psi_T=-\Psi_T$, while $H\Phi$ is orthogonal to $\Phi$. The energies satisfy $1=2\cdot0-(-1)$.

Now let $H$ be a staggered magnetic field: an electron contributes $+1$ for spin up on the left or spin down on the right, and $-1$ otherwise. This $H$ is Hermitian but does not commute with $S^2$. It gives $H\Phi=2\Phi$, $H\Psi_S=2\Psi_T$ and $H\Psi_T=2\Psi_S$. Thus $E_{\rm mixed}=2$ and $E_S=E_T=0$, whereas the formula would predict $E_S=4$. The whole energy of the determinant comes from the cross terms. Both examples are worked informally.

## Wavefunctions, spin operators and energies in Lean

The finite type `ι` labels the sites, and `Fin 2` labels the spin, with `0` for up.

```lean
import Mathlib

open Matrix

namespace SpinProjectedEnergy

noncomputable section

variable {ι : Type*} [Fintype ι]

/-- Two-particle wavefunctions `ψ x σ y τ`: particle one at `x` with spin `σ`, particle two at `y`
with spin `τ`; spin `0` is up and spin `1` is down. -/
abbrev TwoBody (ι : Type*) := ι → Fin 2 → ι → Fin 2 → ℂ
```

The total spin is built from the spin-1/2 matrices, so $S^2$ is not defined through the exchange formula.

```lean
/-- The spin-1/2 matrix `s_x`, in units of ℏ. -/
def sx : Matrix (Fin 2) (Fin 2) ℂ := !![0, 1 / 2; 1 / 2, 0]

/-- The spin-1/2 matrix `s_y`, in units of ℏ. -/
def sy : Matrix (Fin 2) (Fin 2) ℂ := !![0, -Complex.I / 2; Complex.I / 2, 0]

/-- The spin-1/2 matrix `s_z`, in units of ℏ. -/
def sz : Matrix (Fin 2) (Fin 2) ℂ := !![1 / 2, 0; 0, -1 / 2]

/-- The total spin component `s ⊗ 1 + 1 ⊗ s` acting on a two-particle wavefunction. -/
def totalSpin (s : Matrix (Fin 2) (Fin 2) ℂ) (ψ : TwoBody ι) : TwoBody ι :=
  fun x σ y τ => (∑ σ', s σ σ' * ψ x σ' y τ) + ∑ τ', s τ τ' * ψ x σ y τ'

/-- The squared total spin `S² = S_x² + S_y² + S_z²`. -/
def spinSq (ψ : TwoBody ι) : TwoBody ι :=
  totalSpin sx (totalSpin sx ψ) + totalSpin sy (totalSpin sy ψ) + totalSpin sz (totalSpin sz ψ)
```

`TwoBody ι` contains all two-particle functions, not only antisymmetric ones. `energy` is the complex-valued Rayleigh quotient of a linear map `H`; Hermiticity is not assumed, so Hermitian operators are a special case.

```lean
/-- The inner product of two-particle wavefunctions. -/
def braket (φ ψ : TwoBody ι) : ℂ :=
  ∑ x, ∑ y, ∑ σ, ∑ τ, star (φ x σ y τ) * ψ x σ y τ

/-- The expectation value `⟨ψ|H|ψ⟩ / ⟨ψ|ψ⟩`, for nonzero `ψ`. -/
def energy (H : TwoBody ι →ₗ[ℂ] TwoBody ι) (ψ : TwoBody ι) : ℂ :=
  braket ψ (H ψ) / braket ψ ψ
```

The states $\Phi$, $\Psi_S$ and $\Psi_T$ are `mixed`, `singlet` and `triplet`; `spin 0` and `spin 1` are $\alpha$ and $\beta$.

```lean
/-- The basis spinor with spin `s`. -/
def spin (s σ : Fin 2) : ℂ := if σ = s then 1 else 0

/-- The two-electron determinant of `a` with spin up and `b` with spin down, with prefactor
`1/√2`. -/
def mixed (a b : ι → ℂ) : TwoBody ι := fun x σ y τ =>
  ((Real.sqrt 2 : ℝ) : ℂ)⁻¹ *
    ((a x * spin 0 σ) * (b y * spin 1 τ) - (b x * spin 1 σ) * (a y * spin 0 τ))

/-- The open-shell singlet: symmetric in the orbitals, antisymmetric in the spins. -/
def singlet (a b : ι → ℂ) : TwoBody ι := fun x σ y τ =>
  1 / 2 * (a x * b y + b x * a y) * (spin 0 σ * spin 1 τ - spin 1 σ * spin 0 τ)

/-- The `M_S = 0` triplet: antisymmetric in the orbitals, symmetric in the spins. -/
def triplet (a b : ι → ℂ) : TwoBody ι := fun x σ y τ =>
  1 / 2 * (a x * b y - b x * a y) * (spin 0 σ * spin 1 τ + spin 1 σ * spin 0 τ)
```

## Spin eigenvalues and the decomposition

The exchange formula for $S^2$ is checked on the four spin configurations produced by `fin_cases`, using $i^2=-1$.

```lean
omit [Fintype ι] in
/-- Dirac's identity: for two electrons `S²` is the identity plus the exchange of the spins. -/
theorem spinSq_apply (ψ : TwoBody ι) (x : ι) (σ : Fin 2) (y : ι) (τ : Fin 2) :
    spinSq ψ x σ y τ = ψ x σ y τ + ψ x τ y σ := by
  have hI := Complex.I_sq
  fin_cases σ <;> fin_cases τ <;>
    simp [spinSq, totalSpin, sx, sy, sz, Fin.sum_univ_two] <;> grind
```

The two $S^2$ equations follow by substituting the states into that formula; the $S_z$ equation is checked directly on the four spin configurations. All three hold for arbitrary $a,b$; orthonormality later ensures that the states are nonzero.

```lean
omit [Fintype ι] in
/-- The singlet has `S² = 0`; the triplet has `S² = 2` and `S_z = 0`. -/
theorem spin_eigenstates (a b : ι → ℂ) :
    spinSq (singlet a b) = 0 ∧ spinSq (triplet a b) = (2 : ℂ) • triplet a b ∧
      totalSpin sz (triplet a b) = 0 := by
  refine ⟨?_, ?_, ?_⟩ <;> funext x σ y τ
  · rw [spinSq_apply]
    simp only [singlet, Pi.zero_apply]
    ring
  · rw [spinSq_apply]
    simp only [triplet, Pi.smul_apply, smul_eq_mul]
    ring
  · fin_cases σ <;> fin_cases τ <;>
      simp [totalSpin, sz, triplet, spin] <;> ring
```

The decomposition is the expansion done above, with `ring` cancelling the terms at each point.

```lean
omit [Fintype ι] in
/-- The determinant is the sum of singlet and triplet divided by `√2`. -/
theorem mixed_eq (a b : ι → ℂ) :
    mixed a b = ((Real.sqrt 2 : ℝ) : ℂ)⁻¹ • (singlet a b + triplet a b) := by
  funext x σ y τ
  simp only [mixed, singlet, triplet, Pi.smul_apply, Pi.add_apply, smul_eq_mul]
  ring
```

## The matrix element of the determinant

First comes the four-term expansion of the inner product.

```lean
/-- The inner product of two scaled superpositions, expanded into its four terms. -/
theorem braket_superpose (c : ℂ) (φ χ φ' χ' : TwoBody ι) :
    braket (c • (φ + χ)) (c • (φ' + χ')) =
      star c * c * (braket φ φ' + braket φ χ' + braket χ φ' + braket χ χ') := by
  simp only [braket, ← Finset.sum_add_distrib, Finset.mul_sum]
  refine Finset.sum_congr rfl fun x _ => Finset.sum_congr rfl fun y _ =>
    Finset.sum_congr rfl fun σ _ => Finset.sum_congr rfl fun τ _ => ?_
  simp only [Pi.smul_apply, Pi.add_apply, smul_eq_mul, star_add, star_mul']
  ring
```

Next, `hS` states that $S^2$ is Hermitian. Inserting the eigenvalues 0 and 2 gives one orthogonality relation, and complex conjugation gives the other.

```lean
/-- States with `S² = 0` and `S² = 2` are orthogonal. -/
theorem braket_eq_zero {φ ψ : TwoBody ι} (hφ : spinSq φ = 0) (hψ : spinSq ψ = (2 : ℂ) • ψ) :
    braket φ ψ = 0 ∧ braket ψ φ = 0 := by
  -- `S²` is Hermitian
  have hS : braket (spinSq φ) ψ = braket φ (spinSq ψ) := by
    refine Finset.sum_congr rfl fun x _ => Finset.sum_congr rfl fun y _ => ?_
    simp only [spinSq_apply, Fin.sum_univ_two, star_add]
    ring
  have h2 : braket φ ((2 : ℂ) • ψ) = 2 * braket φ ψ := by
    simp only [braket, Pi.smul_apply, smul_eq_mul, Finset.mul_sum, mul_left_comm]
  have h0 : braket 0 ψ = 0 := by simp [braket]
  have h : braket φ ψ = 0 := by
    rw [hφ, hψ, h2, h0] at hS
    simpa using hS.symm
  have hc : braket ψ φ = star (braket φ ψ) := by
    simp only [braket, star_sum, star_mul', star_star, mul_comm]
  exact ⟨h, by rw [hc, h, star_zero]⟩
```

The hypothesis `hH` says that `H` commutes with $S^2$ on the whole two-particle space; physically, `H` does not couple singlets to triplets. In the proof, `hs'` and `ht'` carry the eigenvalue equations over to `H (singlet a b)` and `H (triplet a b)`, and `hc` evaluates the squared prefactor as $\tfrac12$.

```lean
/-- If `H` commutes with `S²`, its matrix element in the determinant is the mean of those in the
singlet and the triplet. -/
theorem braket_mixed (H : TwoBody ι →ₗ[ℂ] TwoBody ι)
    (hH : ∀ ψ, H (spinSq ψ) = spinSq (H ψ)) (a b : ι → ℂ) :
    braket (mixed a b) (H (mixed a b)) =
      1 / 2 * (braket (singlet a b) (H (singlet a b)) +
        braket (triplet a b) (H (triplet a b))) := by
  obtain ⟨hs, ht, -⟩ := spin_eigenstates a b
  -- `H` preserves the spin of each component, so the cross terms vanish
  have hs' : spinSq (H (singlet a b)) = 0 := by rw [← hH, hs, map_zero]
  have ht' : spinSq (H (triplet a b)) = (2 : ℂ) • H (triplet a b) := by
    rw [← hH, ht, map_smul]
  have h2 : ((Real.sqrt 2 : ℝ) : ℂ) * ((Real.sqrt 2 : ℝ) : ℂ) = 2 := by
    rw [← Complex.ofReal_mul, Real.mul_self_sqrt (by norm_num)]
    norm_num
  have hc : star ((Real.sqrt 2 : ℝ) : ℂ)⁻¹ * ((Real.sqrt 2 : ℝ) : ℂ)⁻¹ = 1 / 2 := by
    rw [star_inv₀, Complex.star_def, Complex.conj_ofReal, ← mul_inv, h2]
    norm_num
  rw [mixed_eq, map_smul, map_add, braket_superpose, hc, (braket_eq_zero hs ht').1,
    (braket_eq_zero hs' ht).2]
  ring
```

## Norms and the energy formula

The hypotheses `ha`, `hb` and `hab` express orthonormality. The auxiliary statement `key` computes the squared norm of the orbital part for any `ε` of modulus one; it is used with `ε` equal to $1$ and $-1$. The determinant's norm comes from `braket_mixed` with the identity as `H`.

```lean
/-- For orthonormal orbitals the determinant, the singlet and the triplet are normalised. -/
theorem normalised {a b : ι → ℂ} (ha : star a ⬝ᵥ a = 1) (hb : star b ⬝ᵥ b = 1)
    (hab : star a ⬝ᵥ b = 0) :
    braket (mixed a b) (mixed a b) = 1 ∧ braket (singlet a b) (singlet a b) = 1 ∧
      braket (triplet a b) (triplet a b) = 1 := by
  -- squared norm of the orbital part `a b + ε b a`
  have key : ∀ ε : ℂ, star ε * ε = 1 → ∑ x, ∑ y,
      star (a x * b y + ε * (b x * a y)) * (a x * b y + ε * (b x * a y)) = 2 := by
    intro ε hε
    calc _ = (star a ⬝ᵥ a) * (star b ⬝ᵥ b) + ε * ((star a ⬝ᵥ b) * (star b ⬝ᵥ a))
          + star ε * ((star b ⬝ᵥ a) * (star a ⬝ᵥ b))
          + star ε * ε * ((star b ⬝ᵥ b) * (star a ⬝ᵥ a)) := by
          simp only [dotProduct, Finset.sum_mul_sum]
          simp only [Finset.mul_sum, ← Finset.sum_add_distrib]
          refine Finset.sum_congr rfl fun x _ => Finset.sum_congr rfl fun y _ => ?_
          simp only [star_add, star_mul', Pi.star_apply]
          ring
      _ = 2 := by rw [ha, hb, hab, hε]; ring
  have hs : braket (singlet a b) (singlet a b) = 1 := by
    have h : braket (singlet a b) (singlet a b) = 1 / 2 * ∑ x, ∑ y,
        star (a x * b y + 1 * (b x * a y)) * (a x * b y + 1 * (b x * a y)) := by
      simp only [braket, Finset.mul_sum]
      refine Finset.sum_congr rfl fun x _ => Finset.sum_congr rfl fun y _ => ?_
      simp [singlet, spin, Fin.sum_univ_two]
      ring
    rw [h, key 1 (by simp)]
    norm_num
  have ht : braket (triplet a b) (triplet a b) = 1 := by
    have h : braket (triplet a b) (triplet a b) = 1 / 2 * ∑ x, ∑ y,
        star (a x * b y + (-1) * (b x * a y)) * (a x * b y + (-1) * (b x * a y)) := by
      simp only [braket, Finset.mul_sum]
      refine Finset.sum_congr rfl fun x _ => Finset.sum_congr rfl fun y _ => ?_
      simp [triplet, spin, Fin.sum_univ_two]
      ring
    rw [h, key (-1) (by simp)]
    norm_num
  have hm := braket_mixed LinearMap.id (fun _ => rfl) a b
  simp only [LinearMap.id_apply] at hm
  exact ⟨by rw [hm, hs, ht]; norm_num, hs, ht⟩
```

With all three denominators equal to one, the energy formula is the mean-value identity rearranged.

```lean
/-- For orthonormal orbitals and any `H` commuting with `S²`, the singlet energy is twice the
energy of the determinant minus the triplet energy. -/
theorem singlet_energy (H : TwoBody ι →ₗ[ℂ] TwoBody ι)
    (hH : ∀ ψ, H (spinSq ψ) = spinSq (H ψ)) {a b : ι → ℂ} (ha : star a ⬝ᵥ a = 1)
    (hb : star b ⬝ᵥ b = 1) (hab : star a ⬝ᵥ b = 0) :
    energy H (singlet a b) = 2 * energy H (mixed a b) - energy H (triplet a b) := by
  obtain ⟨hm, hs, ht⟩ := normalised ha hb hab
  simp only [energy, hm, hs, ht, div_one, braket_mixed H hH]
  ring
```

The triplet here is the $M_S=0$ component. Commutation with $S^2$ alone does not give the $M_S=\pm1$ components the same energy: a uniform field along $z$ splits them.

## Spin-free operators satisfy the hypothesis

The kernel `h` acts on positions only. Suitable choices give kinetic energy, an external potential or electron repulsion in the finite basis; spin-orbit coupling is not of this form.

```lean
/-- The spin-free operator with orbital matrix elements `h x y x' y'`. -/
def spinFree (h : ι → ι → ι → ι → ℂ) : TwoBody ι →ₗ[ℂ] TwoBody ι where
  toFun ψ := fun x σ y τ => ∑ x', ∑ y', h x y x' y' * ψ x' σ y' τ
  map_add' φ ψ := by
    funext x σ y τ
    simp only [Pi.add_apply, mul_add, Finset.sum_add_distrib]
  map_smul' c ψ := by
    funext x σ y τ
    simp only [Pi.smul_apply, smul_eq_mul, RingHom.id_apply, Finset.mul_sum, mul_left_comm]
```

Such an operator commutes with the exchange of spins, hence with $S^2$, so `singlet_energy` applies to it.

```lean
/-- Every spin-free operator commutes with `S²`. -/
theorem spinFree_witness (h : ι → ι → ι → ι → ℂ) (ψ : TwoBody ι) :
    spinFree h (spinSq ψ) = spinSq (spinFree h ψ) := by
  funext x σ y τ
  rw [spinSq_apply]
  simp only [spinFree, LinearMap.coe_mk, AddHom.coe_mk, spinSq_apply, mul_add,
    Finset.sum_add_distrib]

end

end SpinProjectedEnergy
```

```lean
#print axioms SpinProjectedEnergy.singlet_energy
```

```
'SpinProjectedEnergy.singlet_energy' depends on axioms: [propext, Classical.choice, Quot.sound]
```
